# A lower bound on the frozen-orbital error from pole strength and a spectral gap, for a real symmetric cation matrix

The gap between an ionic state and the other states of the cation can be expressed through the energy expectation values of all unit vectors orthogonal to the state, or through the eigenvalues found there. The second form is used here, because eigenvalues are what a diagonalisation delivers. The inequality for expectation values follows from the positivity proved below.

The cation is described in a finite orthonormal set of configurations, labelled by the type `n`. Its Hamiltonian is a real symmetric matrix $H$, and states are real vectors `n → ℝ`. In Lean, `⬝ᵥ` is the scalar product $\langle\cdot,\cdot\rangle$ and `*ᵥ` applies a matrix to a vector.

```lean
import Mathlib

open Matrix

namespace KoopmansPoleStrength

noncomputable section

variable {n : Type*} [Fintype n] [DecidableEq n]
```

## Pole strength, error and gap

Let $v$ be the unit one-hole vector, obtained by removing an electron from a frozen orbital, and $x$ a unit eigenvector with $Hx=Ex$. The pole strength is

$$Z=\langle v,x\rangle^2 .$$

For a single-determinant neutral state and in the sudden approximation, this is the fraction of the ionisation out of that orbital that reaches $x$.

```lean
/-- The pole strength of the ionic state `x` for the one-hole vector `v`: their squared overlap. -/
def poleStrength (v x : n → ℝ) : ℝ := (v ⬝ᵥ x) ^ 2
```

The frozen-orbital error is the energy of the unrelaxed configuration above the ionic state,

$$\Delta=\langle v,Hv\rangle-E .$$

This is the cation's share of the error in Koopmans' approximation; correlation in the neutral molecule does not enter.

```lean
/-- The frozen-orbital error: the energy expectation value of the one-hole vector `v`
minus the energy `E`. -/
def frozenOrbitalError (H : Matrix n n ℝ) (v : n → ℝ) (E : ℝ) : ℝ := v ⬝ᵥ H *ᵥ v - E
```

The gap condition with bound $b$ reads: if $y\neq0$, $\langle x,y\rangle=0$ and $Hy=\mu y$, then $b\le\mu$. It will be used with $b=E+g$, where $g$ stands for the energy of the lowest other eigenstate of $H$ minus $E$, or any smaller number. The name `SatellitesAbove` covers all other eigenstates, including the main lines of other orbitals, and not only shake-up satellites.

```lean
/-- Every eigenvalue of `H` that has an eigenvector orthogonal to `x` is at least `b`. -/
def SatellitesAbove (H : Matrix n n ℝ) (x : n → ℝ) (b : ℝ) : Prop :=
  ∀ (μ : ℝ) (y : n → ℝ), y ≠ 0 → x ⬝ᵥ y = 0 → H *ᵥ y = μ • y → b ≤ μ
```

The condition is easily misstated as "every eigenvalue other than $E$ is at least $E+g$". That version fails for a degenerate level. If $H=E\,\mathbf 1$ in two dimensions and $v\perp x$, it holds for every $g$, yet $\Delta=0$ and $Z=0$, so the bound $(1-Z)g\le\Delta$ is false for $g>0$. `SatellitesAbove` also counts a second eigenvector at $E$, which forces $g\le0$. With a spin-free Hamiltonian, a doublet cation has such a second eigenvector if both spin components are among the configurations, and then no positive $g$ is allowed. Keeping only configurations of a single $M_S$ removes this spin degeneracy.

## Shifting the ionic state up by the gap

Raise $x$ by $g$ and measure energies from $E+g$:

$$K=H+g\,xx^{T}-(E+g)\mathbf 1 .$$

```lean
/-- The cation matrix with the state `x` shifted up by `g`, measured from the energy `E + g`. -/
def gapOperator (H : Matrix n n ℝ) (x : n → ℝ) (E g : ℝ) : Matrix n n ℝ :=
  H + g • vecMulVec x x - (E + g) • (1 : Matrix n n ℝ)
```

Since $(xx^T)y=\langle x,y\rangle x$, the action on any vector is

$$Ky=Hy+g\langle x,y\rangle x-(E+g)y .$$

```lean
/-- The action of the gap operator on a vector `y`. -/
theorem gapOperator_mulVec (H : Matrix n n ℝ) (x y : n → ℝ) (E g : ℝ) :
    gapOperator H x E g *ᵥ y = H *ᵥ y + (g * (x ⬝ᵥ y)) • x - (E + g) • y := by
  have h : vecMulVec x x *ᵥ y = (x ⬝ᵥ y) • x := by
    ext i
    simp only [Matrix.mulVec, dotProduct, Matrix.vecMulVec_apply, Pi.smul_apply, smul_eq_mul,
      Finset.sum_mul]
    exact Finset.sum_congr rfl (fun j _ => by ring)
  rw [gapOperator, Matrix.sub_mulVec, Matrix.add_mulVec, Matrix.smul_mulVec,
    Matrix.smul_mulVec, Matrix.one_mulVec, h, smul_smul]
```

Take the scalar product with $v$ at $y=v$ and use $\langle v,v\rangle=1$:

$$\langle v,Kv\rangle=\langle v,Hv\rangle+gZ-E-g=\Delta-(1-Z)g .$$

```lean
/-- For a unit vector `v`, the expectation value of the gap operator is the frozen-orbital
error minus the missing pole strength times `g`. -/
theorem gapOperator_expectation (H : Matrix n n ℝ) (x v : n → ℝ) (E g : ℝ)
    (hv : v ⬝ᵥ v = 1) :
    v ⬝ᵥ gapOperator H x E g *ᵥ v
      = frozenOrbitalError H v E - (1 - poleStrength v x) * g := by
  rw [gapOperator_mulVec]
  simp only [dotProduct_sub, dotProduct_add, dotProduct_smul, smul_eq_mul, hv,
    frozenOrbitalError, poleStrength, dotProduct_comm x v]
  ring
```

It remains to show that $K$ has no negative eigenvalue. Suppose $Ky=\mu y$ with $y\ne0$ and $\mu<0$. Symmetry gives $\langle x,Hy\rangle=E\langle x,y\rangle$, so the product with $x$ is

$$\mu\langle x,y\rangle=\bigl(E+g-(E+g)\bigr)\langle x,y\rangle=0 .$$

Hence $\langle x,y\rangle=0$, and the eigenvalue equation becomes $Hy=(\mu+E+g)y$. The gap condition then requires $E+g\le\mu+E+g$, which contradicts $\mu<0$. A real symmetric matrix with non-negative eigenvalues is positive semidefinite.

```lean
/-- If `x` is a unit eigenvector of the symmetric matrix `H` with energy `E`, and all
eigenvalues on its orthogonal complement are at least `E + g`, the gap operator is positive
semidefinite. -/
theorem gapOperator_posSemidef {H : Matrix n n ℝ} {x : n → ℝ} {E g : ℝ}
    (hH : H.IsSymm) (hx : x ⬝ᵥ x = 1) (hE : H *ᵥ x = E • x)
    (hgap : SatellitesAbove H x (E + g)) : (gapOperator H x E g).PosSemidef := by
  have hxx : (vecMulVec x x)ᵀ = vecMulVec x x := by
    ext i j
    exact mul_comm (x j) (x i)
  have hT : (gapOperator H x E g)ᵀ = gapOperator H x E g := by
    simp only [gapOperator, Matrix.transpose_sub, Matrix.transpose_add, Matrix.transpose_smul,
      Matrix.transpose_one, hH.eq, hxx]
  have hK : (gapOperator H x E g).IsHermitian :=
    (Matrix.conjTranspose_eq_transpose_of_trivial _).trans hT
  have key : ∀ (μ : ℝ) (y : n → ℝ), y ≠ 0 → gapOperator H x E g *ᵥ y = μ • y → 0 ≤ μ := by
    intro μ y hy0 hy
    by_contra hneg
    have hμ : μ < 0 := lt_of_not_ge hneg
    rw [gapOperator_mulVec] at hy
    have hsym : x ⬝ᵥ H *ᵥ y = E * (x ⬝ᵥ y) := by
      rw [Matrix.dotProduct_mulVec, ← Matrix.mulVec_transpose, hH.eq, hE, smul_dotProduct,
        smul_eq_mul]
    -- a negative eigenvalue forces orthogonality to the ionic state
    have h1 : μ * (x ⬝ᵥ y) = 0 := by
      have h := congrArg (fun z => x ⬝ᵥ z) hy
      simp only [dotProduct_sub, dotProduct_add, dotProduct_smul, smul_eq_mul, hx, hsym] at h
      linear_combination -h
    have horth : x ⬝ᵥ y = 0 := (mul_eq_zero.mp h1).resolve_left hμ.ne
    rw [horth] at hy
    -- so it would be a satellite below the gap
    have hHy : H *ᵥ y = (μ + (E + g)) • y := by
      linear_combination (norm := module) hy
    have := hgap _ y hy0 horth hHy
    linarith
  rw [hK.posSemidef_iff_eigenvalues_nonneg]
  intro j
  refine key _ (hK.eigenvectorBasis j).ofLp ?_ (hK.mulVec_eigenvectorBasis j)
  intro h
  exact hK.eigenvectorBasis.orthonormal.ne_zero j (by ext i; exact congrFun h i)
```

In the code, `hsym` is the symmetry step, `h1` the product with $x$, and `hHy` the resulting equation for $H$. The argument is collected in `key`, which is applied to each member of the eigenvector basis supplied by the spectral theorem.

## The bound and its equality case

Positivity of $K$ gives $0\le\langle v,Kv\rangle=\Delta-(1-Z)g$, that is,

$$(1-Z)\,g\le\langle v,Hv\rangle-E .$$

The hypotheses are symmetry (`hH`), normalisation of $x$ and $v$ (`hx`, `hv`), the eigenvalue equation (`hE`) and the gap condition (`hgap`). The sign of $g$ is free; for $g>0$ the gap condition makes $E$ the lowest eigenvalue.

```lean
/-- Koopmans error from pole strength: let `x` be a unit eigenvector of the symmetric cation
matrix `H` with energy `E`, and all eigenvalues on its orthogonal complement at least `E + g`.
Then the frozen-orbital error of a unit one-hole vector is at least `(1 - Z) g`. -/
theorem koopmans_error_ge {H : Matrix n n ℝ} {x v : n → ℝ} {E g : ℝ}
    (hH : H.IsSymm) (hx : x ⬝ᵥ x = 1) (hv : v ⬝ᵥ v = 1) (hE : H *ᵥ x = E • x)
    (hgap : SatellitesAbove H x (E + g)) :
    (1 - poleStrength v x) * g ≤ frozenOrbitalError H v E := by
  have h := (gapOperator_posSemidef hH hx hE hgap).dotProduct_mulVec_nonneg v
  rw [star_trivial, gapOperator_expectation H x v E g hv] at h
  linarith
```

In a finite, real symmetric configuration-interaction model of the cation, suppose that $x$ is the lowest state and that all other states lie at least $g>0$ above it. A one-hole vector with pole strength $Z$ in $x$ then has a frozen-orbital error of at least $(1-Z)g$. If some state lies below $x$, the gap condition allows only negative $g$, and the bound gives no such positive estimate. EOM-IP coupled-cluster theory uses a non-symmetric effective Hamiltonian with distinct left and right eigenvectors, to which this argument does not apply directly.

Equality means $\langle v,Kv\rangle=0$. Expanding $v$ in eigenvectors of $K$ turns this into a vanishing sum of non-negative terms, so it is equivalent to $Kv=0$. With $w=v-\langle v,x\rangle x$,

$$Hw-(E+g)w=Hv+g\langle v,x\rangle x-(E+g)v=Kv ,$$

so equality holds exactly when $Hw=(E+g)w$. This includes $w=0$, where $Z=1$.

```lean
/-- Under the same hypotheses the bound is an equality exactly when the part of `v` orthogonal
to `x` satisfies the eigenvalue equation of `H` at the energy `E + g`. -/
theorem koopmans_error_eq_iff {H : Matrix n n ℝ} {x v : n → ℝ} {E g : ℝ}
    (hH : H.IsSymm) (hx : x ⬝ᵥ x = 1) (hv : v ⬝ᵥ v = 1) (hE : H *ᵥ x = E • x)
    (hgap : SatellitesAbove H x (E + g)) :
    frozenOrbitalError H v E = (1 - poleStrength v x) * g ↔
      H *ᵥ (v - (v ⬝ᵥ x) • x) = (E + g) • (v - (v ⬝ᵥ x) • x) := by
  have h := (gapOperator_posSemidef hH hx hE hgap).dotProduct_mulVec_zero_iff v
  rw [star_trivial, gapOperator_expectation H x v E g hv, sub_eq_zero] at h
  rw [h, gapOperator_mulVec, Matrix.mulVec_sub, Matrix.mulVec_smul, hE, dotProduct_comm x v]
  constructor <;> intro h' <;> linear_combination (norm := module) h'
```

## An upper bound, and a bound on the pole strength

Suppose instead that the eigenvalues on the complement of $x$ are at most $E+G$. Then $-H$ has the eigenvector $x$ at $-E$, and its eigenvalues on the complement of $x$ are at least $-E-G$. The lower bound with $g$ replaced by $-G$ reads

$$-(1-Z)G\le-\langle v,Hv\rangle+E,\qquad\text{so}\qquad\Delta\le(1-Z)G .$$

This is where the freedom in the sign of $g$ is used.

```lean
/-- If instead all eigenvalues of the symmetric matrix `H` on the orthogonal complement of the
unit eigenvector `x` are at most `E + G`, the frozen-orbital error of a unit one-hole vector
is at most `(1 - Z) G`. -/
theorem koopmans_error_le {H : Matrix n n ℝ} {x v : n → ℝ} {E G : ℝ}
    (hH : H.IsSymm) (hx : x ⬝ᵥ x = 1) (hv : v ⬝ᵥ v = 1) (hE : H *ᵥ x = E • x)
    (htop : ∀ (μ : ℝ) (y : n → ℝ), y ≠ 0 → x ⬝ᵥ y = 0 → H *ᵥ y = μ • y → μ ≤ E + G) :
    frozenOrbitalError H v E ≤ (1 - poleStrength v x) * G := by
  -- reverse the spectrum and use the lower bound
  have hs : (-H).IsSymm := by
    rw [Matrix.IsSymm, Matrix.transpose_neg, hH.eq]
  have hE' : (-H) *ᵥ x = (-E) • x := by
    rw [Matrix.neg_mulVec, hE, neg_smul]
  have hgap : SatellitesAbove (-H) x (-E + -G) := by
    intro μ y hy0 horth hy
    rw [Matrix.neg_mulVec] at hy
    have := htop (-μ) y hy0 horth (by rw [neg_smul, ← hy, neg_neg])
    linarith
  have h := koopmans_error_ge hs hx hv hE' hgap
  simp only [frozenOrbitalError, Matrix.neg_mulVec, dotProduct_neg] at h ⊢
  linarith
```

For $g>0$ the lower bound can be divided by $g$ and solved for the pole strength:

$$Z\ge1-\frac{\Delta}{g} .$$

```lean
/-- Under the hypotheses of the lower bound and for a gap `g > 0`, the pole strength is at
least one minus the frozen-orbital error in units of the gap. -/
theorem poleStrength_ge {H : Matrix n n ℝ} {x v : n → ℝ} {E g : ℝ} (hg : 0 < g)
    (hH : H.IsSymm) (hx : x ⬝ᵥ x = 1) (hv : v ⬝ᵥ v = 1) (hE : H *ᵥ x = E • x)
    (hgap : SatellitesAbove H x (E + g)) :
    1 - frozenOrbitalError H v E / g ≤ poleStrength v x := by
  rw [sub_le_comm, le_div_iff₀ hg]
  exact koopmans_error_ge hH hx hv hE hgap
```

If the one-hole vector is the basis configuration $i$, then $\langle v,Hv\rangle=H_{ii}$ and $Z=x_i^2$, so

$$(1-x_i^2)\,g\le H_{ii}-E .$$

In Lean this vector is `Pi.single i 1`.

```lean
/-- Under the hypotheses of the lower bound, with the basis configuration `i` as one-hole
vector, the diagonal element `H i i` lies above `E` by at least `(1 - x i ^ 2) g`. -/
theorem diagonal_error_ge {H : Matrix n n ℝ} {x : n → ℝ} {E g : ℝ} (i : n)
    (hH : H.IsSymm) (hx : x ⬝ᵥ x = 1) (hE : H *ᵥ x = E • x)
    (hgap : SatellitesAbove H x (E + g)) :
    (1 - x i ^ 2) * g ≤ H i i - E := by
  have h := koopmans_error_ge (v := Pi.single i 1) hH hx (by simp) hE hgap
  simpa [frozenOrbitalError, poleStrength] using h
```

## Two configurations that attain the bound

Couple one hole configuration to one shake-up configuration. With $c^2+s^2=1$, $x=(c,s)$ and $u=(-s,c)$, let

$$H=E\,\mathbf 1+g\,uu^T=\begin{pmatrix}E+gs^2&-gcs\\-gcs&E+gc^2\end{pmatrix}.$$

```lean
/-- A cation matrix for one hole configuration coupled to one shake-up configuration. -/
def twoConfigurationH (E g c s : ℝ) : Matrix (Fin 2) (Fin 2) ℝ :=
  !![E + g * s ^ 2, -(g * c * s); -(g * c * s), E + g * c ^ 2]
```

Since $u\perp x$, we have $Hx=Ex$. If $y\perp x$ and $Hy=\mu y$, adding $g\langle x,y\rangle x=0$ and using $xx^T+uu^T=\mathbf 1$ gives $(E+g)y=\mu y$, hence $\mu=E+g$ for $y\neq0$. The first configuration, index `0` in Lean, has

$$H_{00}-E=gs^2=(1-c^2)g ,$$

which is equality in the diagonal bound.

```lean
/-- For `c ^ 2 + s ^ 2 = 1` the two-configuration cation with ionic state `(c, s)` meets the
hypotheses of the lower bound, and its first configuration attains equality. -/
theorem koopmans_error_witness (E g c s : ℝ) (h : c ^ 2 + s ^ 2 = 1) :
    (twoConfigurationH E g c s).IsSymm ∧ ![c, s] ⬝ᵥ ![c, s] = 1 ∧
      twoConfigurationH E g c s *ᵥ ![c, s] = E • ![c, s] ∧
      SatellitesAbove (twoConfigurationH E g c s) ![c, s] (E + g) ∧
      twoConfigurationH E g c s 0 0 - E = (1 - c ^ 2) * g := by
  refine ⟨?_, ?_, ?_, ?_, ?_⟩
  · ext i j
    fin_cases i <;> fin_cases j <;> rfl
  · simp only [dotProduct, Fin.sum_univ_two, Matrix.cons_val_zero, Matrix.cons_val_one]
    linear_combination h
  · ext i
    fin_cases i <;> simp [twoConfigurationH, Matrix.mulVec, dotProduct, Fin.sum_univ_two] <;> ring
  · intro μ y hy0 horth hy
    have ho : c * y 0 + s * y 1 = 0 := by
      simpa [dotProduct, Fin.sum_univ_two] using horth
    have e0 : (E + g * s ^ 2) * y 0 + -(g * c * s) * y 1 = μ * y 0 := by
      simpa [twoConfigurationH, Matrix.mulVec, dotProduct, Fin.sum_univ_two] using congrFun hy 0
    have e1 : -(g * c * s) * y 0 + (E + g * c ^ 2) * y 1 = μ * y 1 := by
      simpa [twoConfigurationH, Matrix.mulVec, dotProduct, Fin.sum_univ_two] using congrFun hy 1
    -- on the complement the matrix acts as the number E + g
    have a0 : (E + g - μ) * y 0 = 0 := by
      linear_combination e0 + g * c * ho - g * y 0 * h
    have a1 : (E + g - μ) * y 1 = 0 := by
      linear_combination e1 + g * s * ho - g * y 1 * h
    by_contra hlt
    have hne : E + g - μ ≠ 0 := fun h0 => hlt (by linarith)
    apply hy0
    ext i
    fin_cases i
    · exact (mul_eq_zero.mp a0).resolve_left hne
    · exact (mul_eq_zero.mp a1).resolve_left hne
  · show E + g * s ^ 2 - E = (1 - c ^ 2) * g
    linear_combination g * h

end

end KoopmansPoleStrength
```

The equations `a0` and `a1` are the two components of $(E+g-\mu)y=0$. If $\mu$ were below $E+g$, both components of $y$ would vanish.

```lean
#print axioms KoopmansPoleStrength.koopmans_error_eq_iff
#print axioms KoopmansPoleStrength.koopmans_error_le
#print axioms KoopmansPoleStrength.poleStrength_ge
#print axioms KoopmansPoleStrength.diagonal_error_ge
```

```
'KoopmansPoleStrength.koopmans_error_eq_iff' depends on axioms: [propext, Classical.choice, Quot.sound]
'KoopmansPoleStrength.koopmans_error_le' depends on axioms: [propext, Classical.choice, Quot.sound]
'KoopmansPoleStrength.poleStrength_ge' depends on axioms: [propext, Classical.choice, Quot.sound]
'KoopmansPoleStrength.diagonal_error_ge' depends on axioms: [propext, Classical.choice, Quot.sound]
```
